# Singlet exciton binding in the extended Hubbard dimer with $t>0$ tends to $V-2t$ at large $U$

## Why is my optical gap larger than the fundamental gap?

I count only singlet excitations in the optical gap of the half-filled extended Hubbard dimer, so the triplet is left out. With hopping $t>0$, on-site repulsion $U$ and intersite repulsion $V$, I subtract this optical gap from the fundamental gap, ionization energy minus electron affinity, and call the difference the exciton binding. At $V=0$ it comes out negative for every $U>0$ I try. I expected an electron and a hole on the same molecule to attract each other. Have I made an error, and how large must $V$ be before the exciton is bound?

## Delocalisation of the separate charges competes with $V$

There is no error. With the singlet definition, the binding is negative at $V=0$ for all $U>0$. The fundamental gap refers to an electron and a hole on two separate dimers, and each of them lowers its energy by $t$ through delocalisation. The binding compares this pair with one excited and one unexcited neutral dimer. The lowest excited singlet has energy $U$ and gains nothing from hopping, and at $V=0$ and $U>0$ the ground state of the other dimer gains less than $2t$. The repulsion $V$ has to make up for the remaining difference.

Write $E_1$, $E_2$ and $E_3$ for the ground energies with one, two and three electrons. One electron has site energies $0$ and coupling $-t$. Three electrons have one doubly and one singly occupied site, so both configurations cost $U+2V$, and they are coupled by $t$. A two-site matrix with diagonal $a$ and coupling $b$ has $(a-e)^2=b^2$, hence levels $a\pm|b|$, and

$$E_1=-t,\qquad E_3=U+2V-t.$$

The two-electron singlets are one covalent state of energy $V$ and two ionic states of energy $U$, each coupled to the covalent state by $-\sqrt2\,t$. The characteristic determinant is

$$(V-e)(U-e)^2-4t^2(U-e)=(U-e)\big[(U-e)(V-e)-4t^2\big].$$

The first factor belongs to the odd combination of the ionic states, which decouples at energy $U$. The bracket belongs to the covalent state and the even ionic combination, and its lower root is

$$E_2=\tfrac12\Big(U+V-\sqrt{(U-V)^2+16t^2}\Big).$$

The square root exceeds $|U-V|$, so $E_2<U$ and $E_2<V$. The roots of the bracket add up to $U+V$, so the upper one is $U+V-E_2>U$. The first excited singlet is therefore the odd state at $U$, and the binding is

$$B=(E_1+E_3-2E_2)-(U-E_2)=2V-2t-E_2.$$

**Large $U$.** Since $E_2<V$, we have $B>V-2t$. For $U>V$ the secular equation $(U-E_2)(V-E_2)=4t^2$ gives

$$V-E_2=\frac{4t^2}{U-E_2}\le\frac{4t^2}{U-V},$$

so $V-2t<B\le V-2t+4t^2/(U-V)$, and $B\to V-2t$ as $U\to\infty$.

**The sign.** If $V\ge 2t$, the lower bound already gives $B>0$ at every $U$. If $V<2t$, multiply $B=(V-E_2)-(2t-V)$ by the positive number $K=(U-E_2)+(2t-V)$ and use the secular equation:

$$BK=4t^2+(2t-V)(V-U)-(2t-V)^2=2V(3t-V)-U(2t-V).$$

So $B$ has the sign of the right-hand side. At $V=0$ that is $-2tU$, which is your observation. For $0<V<2t$ the exciton is bound exactly when $U<2V(3t-V)/(2t-V)$. Solved for $V$ at a given $U>0$, this says that the exciton is bound exactly when $V>\tfrac14\big(U+6t-\sqrt{(U-2t)^2+32t^2}\big)$, a threshold that lies below $2t$ and tends to $2t$ at large $U$.

**Numbers.** Take $t=V=1$, where the boundary is at $U=4$.

| $U$ | $E_2$ | fundamental gap | optical gap | $B$ |
|---|---|---|---|---|
| $1$ | $-1$ | $3$ | $2$ | $1$ |
| $4$ | $0$ | $4$ | $4$ | $0$ |
| $8.5$ | $0.5$ | $7.5$ | $8$ | $-0.5$ |

In the last row, for instance, $\sqrt{7.5^2+16}=8.5$, so $E_2=(9.5-8.5)/2=0.5$. The bounds there are $-1<B\le-1+4/7.5\approx-0.467$.

In equation-of-motion coupled-cluster language, the ionization, electron-attachment and singlet excitation energies are the targets of EOM-IP, EOM-EA and EOM-EE, and this two-site model with one orbital per site gives closed-form values for their differences. With two electrons in two orbitals these methods are already exact at the singles-and-doubles level, so a comparison tests an implementation, not the accuracy of the approximation.

## The same gaps defined from matrix spectra

The Lean file below computes both gaps from the spectra of explicit matrices, so the energies used above are derived there.

```lean
import Mathlib

open Matrix Filter Topology

namespace ExtendedHubbardDimer

noncomputable section

/-- The energy levels of a real Hamiltonian matrix: its eigenvalues with nonzero eigenvectors. -/
def levels {n : Type*} [Fintype n] (A : Matrix n n ℝ) : Set ℝ :=
  {e | ∃ v : n → ℝ, v ≠ 0 ∧ A *ᵥ v = e • v}

/-- The ground energy: the infimum of the energy levels. -/
def groundEnergy {n : Type*} [Fintype n] (A : Matrix n n ℝ) : ℝ := sInf (levels A)

/-- The first excited energy: the infimum of the levels above the ground energy. -/
def excitedEnergy {n : Type*} [Fintype n] (A : Matrix n n ℝ) : ℝ :=
  sInf {e | e ∈ levels A ∧ groundEnergy A < e}

/-- One electron hopping between the two sites. -/
def oneElectron (t : ℝ) : Matrix (Fin 2) (Fin 2) ℝ := !![0, -t; -t, 0]

/-- Three electrons, in the basis that records which site is doubly occupied. -/
def threeElectron (t U V : ℝ) : Matrix (Fin 2) (Fin 2) ℝ :=
  !![U + 2 * V, t; t, U + 2 * V]

/-- Two electrons in a singlet: one covalent state (one electron per site) and two ionic
states (both electrons on the same site). -/
def singlet (t U V : ℝ) : Matrix (Fin 3) (Fin 3) ℝ :=
  !![V, -(Real.sqrt 2 * t), -(Real.sqrt 2 * t);
     -(Real.sqrt 2 * t), U, 0;
     -(Real.sqrt 2 * t), 0, U]

/-- The fundamental gap of the two-electron dimer: ionization energy minus electron affinity. -/
def fundamentalGap (t U V : ℝ) : ℝ :=
  groundEnergy (oneElectron t) + groundEnergy (threeElectron t U V)
    - 2 * groundEnergy (singlet t U V)

/-- The optical gap: the lowest singlet excitation energy at fixed electron number. -/
def opticalGap (t U V : ℝ) : ℝ :=
  excitedEnergy (singlet t U V) - groundEnergy (singlet t U V)

/-- The exciton binding energy: fundamental gap minus optical gap. -/
def excitonBinding (t U V : ℝ) : ℝ := fundamentalGap t U V - opticalGap t U V

/-- The lower eigenvalue of the block with rows `(V, 2t)` and `(2t, U)`. -/
def pairEnergy (t U V : ℝ) : ℝ := (U + V - Real.sqrt ((U - V) ^ 2 + 16 * t ^ 2)) / 2

/-- The energy levels are the zeros of the characteristic determinant. -/
theorem mem_levels_iff {n : Type*} [Fintype n] [DecidableEq n] (A : Matrix n n ℝ) (e : ℝ) :
    e ∈ levels A ↔ (A - e • (1 : Matrix n n ℝ)).det = 0 := by
  have h : ∀ v : n → ℝ, (A - e • (1 : Matrix n n ℝ)) *ᵥ v = A *ᵥ v - e • v := by
    intro v
    rw [Matrix.sub_mulVec, Matrix.smul_mulVec, Matrix.one_mulVec]
  rw [← Matrix.exists_mulVec_eq_zero_iff]
  simp only [levels, Set.mem_ofPred_eq, h, sub_eq_zero]

/-- Two equivalent sites of energy `a` coupled by `b` have lowest level `a - |b|`. -/
theorem isLeast_two_site (a b : ℝ) : IsLeast (levels !![a, b; b, a]) (a - |b|) := by
  have hdet : ∀ e : ℝ, (!![a, b; b, a] - e • (1 : Matrix (Fin 2) (Fin 2) ℝ)).det
      = (a - e) ^ 2 - b ^ 2 := by
    intro e
    rw [Matrix.det_fin_two]
    simp
    ring
  constructor
  · rw [mem_levels_iff, hdet]
    linear_combination sq_abs b
  · intro e he
    rw [mem_levels_iff, hdet] at he
    by_contra hn
    have hlt : |b| < a - e := by linarith [not_le.1 hn]
    nlinarith [abs_nonneg b, sq_abs b]

/-- For `t > 0` the energy `pairEnergy` lies below both `U` and `V` and solves the secular equation
of the covalent-ionic block. -/
theorem pairEnergy_spec {t : ℝ} (ht : 0 < t) (U V : ℝ) :
    pairEnergy t U V < U ∧ pairEnergy t U V < V ∧
      (U - pairEnergy t U V) * (V - pairEnergy t U V) = 4 * t ^ 2 := by
  have ht2 : 0 < t ^ 2 := by positivity
  have h1 : U - V < Real.sqrt ((U - V) ^ 2 + 16 * t ^ 2) :=
    Real.lt_sqrt_of_sq_lt (by linarith)
  have h2 : V - U < Real.sqrt ((U - V) ^ 2 + 16 * t ^ 2) :=
    Real.lt_sqrt_of_sq_lt (by nlinarith)
  have hs : Real.sqrt ((U - V) ^ 2 + 16 * t ^ 2) ^ 2 = (U - V) ^ 2 + 16 * t ^ 2 :=
    Real.sq_sqrt (by positivity)
  unfold pairEnergy
  refine ⟨by linarith, by linarith, ?_⟩
  linear_combination hs / 4

/-- For `t > 0` the lowest singlet level is `pairEnergy`, and the next singlet level
is `U`. -/
theorem singlet_levels {t : ℝ} (ht : 0 < t) (U V : ℝ) :
    IsLeast (levels (singlet t U V)) (pairEnergy t U V) ∧
      IsLeast {e | e ∈ levels (singlet t U V) ∧ pairEnergy t U V < e} U := by
  obtain ⟨hU, hV, hq⟩ := pairEnergy_spec ht U V
  have h2 : Real.sqrt 2 * Real.sqrt 2 = 2 := Real.mul_self_sqrt (by norm_num)
  -- the odd ionic state splits off from the covalent-ionic block
  have hdet : ∀ e : ℝ, (singlet t U V - e • (1 : Matrix (Fin 3) (Fin 3) ℝ)).det
      = (U - e) * ((U - e) * (V - e) - 4 * t ^ 2) := by
    intro e
    rw [Matrix.det_fin_three]
    simp [singlet]
    linear_combination (-2 * t ^ 2 * (U - e)) * h2
  refine ⟨⟨?_, ?_⟩, ⟨⟨?_, hU⟩, ?_⟩⟩
  · rw [mem_levels_iff, hdet, hq]
    ring
  · intro e he
    rw [mem_levels_iff, hdet] at he
    by_contra hn
    have hd := sub_pos.2 (not_le.1 hn)
    rcases mul_eq_zero.1 he with h | h
    · linarith
    · nlinarith [mul_pos hd (sub_pos.2 hU), mul_pos hd (sub_pos.2 hV), mul_pos hd hd]
  · rw [mem_levels_iff, hdet]
    ring
  · rintro e ⟨he, hge⟩
    rw [mem_levels_iff, hdet] at he
    by_contra hn
    have hd := sub_pos.2 (not_le.1 hn)
    rcases mul_eq_zero.1 he with h | h
    · linarith
    · nlinarith [mul_pos (sub_pos.2 hge) (add_pos hd (sub_pos.2 hV))]

/-- For `t > 0` the exciton binding energy is `2V - 2t` minus the two-electron
ground energy. -/
theorem excitonBinding_eq {t : ℝ} (ht : 0 < t) (U V : ℝ) :
    excitonBinding t U V = 2 * V - 2 * t - pairEnergy t U V := by
  have h1 : groundEnergy (oneElectron t) = 0 - |-t| := (isLeast_two_site 0 (-t)).csInf_eq
  have h3 : groundEnergy (threeElectron t U V) = U + 2 * V - |t| :=
    (isLeast_two_site (U + 2 * V) t).csInf_eq
  have h2 : groundEnergy (singlet t U V) = pairEnergy t U V :=
    (singlet_levels ht U V).1.csInf_eq
  have h4 : excitedEnergy (singlet t U V) = U := by
    unfold excitedEnergy
    rw [h2]
    exact (singlet_levels ht U V).2.csInf_eq
  unfold excitonBinding fundamentalGap opticalGap
  rw [h1, h2, h3, h4, abs_neg, abs_of_pos ht]
  ring

/-- For `t > 0` the binding energy exceeds `V - 2t` at every `U`. -/
theorem lt_excitonBinding {t : ℝ} (ht : 0 < t) (U V : ℝ) :
    V - 2 * t < excitonBinding t U V := by
  rw [excitonBinding_eq ht]
  linarith [(pairEnergy_spec ht U V).2.1]

/-- For `t > 0` and `U > V` the binding energy exceeds `V - 2t` by at most the
superexchange-like amount `4t² / (U - V)`. -/
theorem excitonBinding_le {t U V : ℝ} (ht : 0 < t) (hUV : V < U) :
    excitonBinding t U V ≤ V - 2 * t + 4 * t ^ 2 / (U - V) := by
  obtain ⟨_, hV, hq⟩ := pairEnergy_spec ht U V
  have h : V - pairEnergy t U V ≤ 4 * t ^ 2 / (U - V) := by
    rw [le_div_iff₀ (sub_pos.2 hUV)]
    nlinarith [mul_pos (sub_pos.2 hV) (sub_pos.2 hV)]
  rw [excitonBinding_eq ht]
  linarith

/-- For `t > 0` the exciton binding energy tends to `V - 2t` as the on-site repulsion `U`
tends to infinity. -/
theorem excitonBinding_tendsto {t : ℝ} (ht : 0 < t) (V : ℝ) :
    Tendsto (fun U => excitonBinding t U V) atTop (𝓝 (V - 2 * t)) := by
  have h0 : Tendsto (fun U : ℝ => U - V) atTop atTop := by
    refine tendsto_atTop.2 fun b => ?_
    filter_upwards [eventually_ge_atTop (b + V)] with U hU
    linarith
  have h1 : Tendsto (fun U : ℝ => 4 * t ^ 2 / (U - V)) atTop (𝓝 0) :=
    tendsto_const_nhds.div_atTop h0
  have h2 : Tendsto (fun U : ℝ => V - 2 * t + 4 * t ^ 2 / (U - V)) atTop
      (𝓝 (V - 2 * t)) := by
    simpa only [add_zero] using h1.const_add (V - 2 * t)
  -- squeeze between the two bounds
  refine tendsto_of_tendsto_of_tendsto_of_le_of_le' tendsto_const_nhds h2 ?_ ?_
  · exact Eventually.of_forall fun U => (lt_excitonBinding ht U V).le
  · filter_upwards [eventually_gt_atTop V] with U hU
    exact excitonBinding_le ht hU

/-- For `t > 0` and `V < 2t` the binding energy is positive exactly when
`U (2t - V) < 2V (3t - V)`, and negative exactly when the opposite strict inequality holds. -/
theorem excitonBinding_sign {t V : ℝ} (ht : 0 < t) (hVt : V < 2 * t) (U : ℝ) :
    (0 < excitonBinding t U V ↔ U * (2 * t - V) < 2 * V * (3 * t - V)) ∧
      (excitonBinding t U V < 0 ↔ 2 * V * (3 * t - V) < U * (2 * t - V)) := by
  obtain ⟨hU, _, hq⟩ := pairEnergy_spec ht U V
  have hK : 0 < (U - pairEnergy t U V) + (2 * t - V) := by linarith
  -- the secular polynomial factors through the binding energy
  have key : excitonBinding t U V * ((U - pairEnergy t U V) + (2 * t - V))
      = 2 * V * (3 * t - V) - U * (2 * t - V) := by
    rw [excitonBinding_eq ht]
    linear_combination hq
  refine ⟨⟨fun h => ?_, fun h => ?_⟩, ⟨fun h => ?_, fun h => ?_⟩⟩
  · linarith [mul_pos h hK]
  · by_contra hn
    nlinarith [mul_nonneg (sub_nonneg.2 (not_lt.1 hn)) hK.le]
  · nlinarith [mul_pos (neg_pos.2 h) hK]
  · by_contra hn
    linarith [mul_nonneg (not_lt.1 hn) hK.le]

end

end ExtendedHubbardDimer
```

```lean
#print axioms ExtendedHubbardDimer.excitonBinding_tendsto
-- 'ExtendedHubbardDimer.excitonBinding_tendsto' depends on axioms: [propext, Classical.choice, Quot.sound]
#print axioms ExtendedHubbardDimer.excitonBinding_sign
-- 'ExtendedHubbardDimer.excitonBinding_sign' depends on axioms: [propext, Classical.choice, Quot.sound]
```

`levels A` is the set of real $e$ for which $Av=e\,v$ has a nonzero solution $v$; the vector need not be normalised. `groundEnergy` is the infimum of that set, and `excitedEnergy` is the infimum of the levels strictly above the ground energy. The matrices `oneElectron`, `threeElectron` and `singlet` are the three Hamiltonians above in site bases, and `fundamentalGap`, `opticalGap` and `excitonBinding` are built from their spectra. `pairEnergy` is the closed formula for $E_2$.

The theorems allow any real $U$ and $V$, attractive values included, subject to the stated inequalities. `excitonBinding_eq` is the closed form of $B$, `lt_excitonBinding` and `excitonBinding_le` are the two bounds, `excitonBinding_tendsto` is the limit, and `excitonBinding_sign` gives both sign criteria for $V<2t$. Your case is the second criterion at $V=0$.

The matrices are the starting point; they are not derived from a second-quantised Hamiltonian. The triplet, at energy $V$, is absent. It lies above $E_2$, so the two-electron ground state is unaffected, but for $V<U$ it lies below the odd singlet, and an optical gap that admitted triplets would be smaller. Geometry relaxation and screening by an environment are also left out of the model.

Two of the hypotheses can be tested by example.

- **The sign of $t$.** The spectra depend only on $|t|$. For $t=-1$ and $V=0$ the binding tends to $-2$, whereas $V-2t=2$. The limit formula therefore needs $t\ge0$.
- **The upper bound on $V$ in the sign criterion.** For $t=1$, $V=10$, $U=12$ we have $2V(3t-V)=-140$ and $U(2t-V)=-96$, so the criterion would declare $B$ negative, although $B>V-2t=8$. Some upper bound on $V$ is needed; $V=2t$ itself would do no harm.

## From determinants to the sign of the binding

`mem_levels_iff` turns the eigenvector condition into a vanishing characteristic determinant. `isLeast_two_site` evaluates that determinant as $(a-e)^2-b^2$, checks that $a-|b|$ is a zero, and rules out anything lower, because there $a-e>|b|$.

`pairEnergy_spec` collects the three facts about $E_2$ on which the rest depends: $E_2<U$, $E_2<V$ and the secular equation. The inequalities come from comparing the square root with $U-V$ and $V-U$, and the equation comes from squaring the root.

`singlet_levels` proves the factorised determinant as `hdet` and then orders its zeros. For $e<E_2$ both factors of $(U-e)(V-e)$ are larger than at $E_2$, so the product exceeds $4t^2$. For $E_2<e<U$,

$$(U-e)(V-e)-4t^2=-(e-E_2)\big[(U-e)+(V-E_2)\big]<0.$$

So no level lies below $E_2$ or strictly between $E_2$ and $U$. The products passed to `nlinarith` are the positive quantities in these two arguments. Here the upper root is never computed.

`excitonBinding_eq` converts these least elements into infima with `csInf_eq` and adds up the energies. The lower bound is then $E_2<V$. For the upper bound, Lean clears the denominator and uses $(V-E_2)(U-V)=4t^2-(V-E_2)^2\le4t^2$. The limit follows by squeezing, with the upper bound applied only once $U>V$.

In `excitonBinding_sign`, `hK` is $K>0$ and `key` is the identity for $BK$, obtained from the secular equation by `linear_combination hq`. The four implications then compare the sign of $B$ with the sign of that product.
